# A vanishing character sum forbids linear Jahn–Teller coupling

Let an electronic level of a real Hamiltonian carry a real orthogonal representation $D$ of a finite group $G$, and let a set of distortions carry a real representation $R$. If

$$\sum_{g\in G} \operatorname{tr}R(g)\,\bigl[(\operatorname{tr}D(g))^2+\operatorname{tr}D(g)^2\bigr]=0,$$

then every symmetry-allowed linear coupling matrix between level and distortions is zero. In general the sum equals $2|G|$ times the number of independent coupling constants.

In electronic structure this tells which distortions can shift or split a level at first order, for real states and a finite symmetry group; spin–orbit (Kramers) levels and quadratic coupling are not treated. The Jahn–Teller theorem itself says more: if the symmetry of a non-linear molecule makes a level orbitally degenerate, some symmetry-lowering distortion has an allowed linear coupling. It can be proved by surveying the molecular point groups. The criterion here decides one given pair $D$, $R$.

In the code, `m` labels distortions and `n` labels electronic states, both finite.

In Lean 4 with Mathlib:

```lean
import Mathlib

open scoped Matrix

namespace LinearJahnTeller

noncomputable section

variable {G m n : Type*} [Group G] [Fintype G] [Fintype m] [DecidableEq m]
  [Fintype n] [DecidableEq n]
```

## Coupling matrices and their symmetry

To first order in the distortions $Q_a$, the Hamiltonian within the level is $H_0+\sum_a Q_aV_a$, with $(V_a)_{ij}=\langle i|\partial H/\partial Q_a|j\rangle$ taken at the undistorted geometry $Q=0$. In a real basis with a real Hamiltonian, each $V_a$ is symmetric. Invariance of the full Hamiltonian under moving electrons and nuclei together gives

$$D(g)V_aD(g)^T=\sum_b R(g)_{ba}V_b .$$

Both conditions are linear, so their solutions form a vector space, `couplings D R`. The type `G →* Matrix n n ℝ` says that $D$ respects products and the identity, and `R g b a` is $R(g)_{ba}$. Neither representation need be irreducible, and $R$ need not be orthogonal.

```lean
/-- The space of linear vibronic couplings: families of real symmetric matrices `V a`, one for
each distortion `a`, that transform under the group as the distortions do. -/
def couplings (D : G →* Matrix n n ℝ) (R : G →* Matrix m m ℝ) :
    Submodule ℝ (m → Matrix n n ℝ) where
  carrier := {V | (∀ a, (V a)ᵀ = V a) ∧
    ∀ g a, D g * V a * (D g)ᵀ = ∑ b, R g b a • V b}
  add_mem' := by
    rintro V W ⟨hV, hV'⟩ ⟨hW, hW'⟩
    refine ⟨fun a => ?_, fun g a => ?_⟩
    · rw [Pi.add_apply, Matrix.transpose_add, hV, hW]
    · simp only [Pi.add_apply, mul_add, add_mul, hV', hW', smul_add, Finset.sum_add_distrib]
  zero_mem' := by constructor <;> simp
  smul_mem' := by
    rintro c V ⟨hV, hV'⟩
    refine ⟨fun a => ?_, fun g a => ?_⟩
    · rw [Pi.smul_apply, Matrix.transpose_smul, hV]
    · simp only [Pi.smul_apply, Matrix.mul_smul, Matrix.smul_mul, hV', Finset.smul_sum]
      exact Finset.sum_congr rfl fun b _ => smul_comm _ _ _
```

A group element acts on any family of matrices, coupling or not, by

$$(T_gV)_a=\sum_b R(g^{-1})_{ba}\,D(g)V_bD(g)^T .$$

```lean
/-- The action of a group element on a family of matrices, rotating the electronic states and
the distortions together. -/
def transform (D : G →* Matrix n n ℝ) (R : G →* Matrix m m ℝ) (g : G) :
    (m → Matrix n n ℝ) →ₗ[ℝ] (m → Matrix n n ℝ) where
  toFun V a := ∑ b, R g⁻¹ b a • (D g * V b * (D g)ᵀ)
  map_add' V W := by
    funext a
    simp only [Pi.add_apply, mul_add, add_mul, smul_add, Finset.sum_add_distrib]
  map_smul' c V := by
    funext a
    simp only [Pi.smul_apply, Matrix.mul_smul, Matrix.smul_mul, Finset.smul_sum,
      RingHom.id_apply]
    exact Finset.sum_congr rfl fun b _ => smul_comm _ _ _
```

Symmetrisation is $(SV)_a=V_a+V_a^T$, without a factor of one half.

```lean
/-- Adds to every matrix of a family its transpose. -/
def symmetrize : (m → Matrix n n ℝ) →ₗ[ℝ] (m → Matrix n n ℝ) where
  toFun V a := V a + (V a)ᵀ
  map_add' V W := by
    funext a
    simp only [Pi.add_apply, Matrix.transpose_add]
    abel
  map_smul' c V := by
    funext a
    simp only [Pi.smul_apply, Matrix.transpose_smul, smul_add, RingHom.id_apply]
```

That factor enters the group average $P=\frac{1}{2|G|}\sum_g T_gS$.

```lean
/-- Half the group average of the family `V a + (V a)ᵀ`. -/
def projector (D : G →* Matrix n n ℝ) (R : G →* Matrix m m ℝ) :
    (m → Matrix n n ℝ) →ₗ[ℝ] (m → Matrix n n ℝ) :=
  (2 * (Fintype.card G : ℝ))⁻¹ • ∑ g, transform D R g ∘ₗ symmetrize
```

## The average is a projector

Since $g^{-1}=(hg)^{-1}h$, we have $R(g^{-1})_{ba}=\sum_c R((hg)^{-1})_{bc}R(h)_{ca}$. Inserting this into $T_g$ and using $D(h)D(g)=D(hg)$ gives

$$D(h)(T_gV)_aD(h)^T=\sum_c R(h)_{ca}(T_{hg}V)_c .$$

The proof makes the same substitution, as `hR`, after exchanging the two sums.

```lean
omit [Fintype G] in
/-- Conjugating a member of the family transformed by `g` with `D h` gives a combination of the
members of the family transformed by `h * g`, with coefficients from the matrix `R h`. -/
theorem transform_shift (D : G →* Matrix n n ℝ) (R : G →* Matrix m m ℝ) (h g : G)
    (V : m → Matrix n n ℝ) (a : m) :
    D h * transform D R g V a * (D h)ᵀ = ∑ c, R h c a • transform D R (h * g) V c := by
  have e : (h * g)⁻¹ * h = g⁻¹ := by group
  have hR : ∀ b, R g⁻¹ b a = ∑ c, R (h * g)⁻¹ b c * R h c a := by
    intro b
    rw [← Matrix.mul_apply, ← map_mul, e]
  simp only [transform, LinearMap.coe_mk, AddHom.coe_mk, Finset.mul_sum, Finset.sum_mul,
    Finset.smul_sum, Matrix.mul_smul, Matrix.smul_mul]
  rw [Finset.sum_comm]
  refine Finset.sum_congr rfl fun b _ => ?_
  rw [hR b, Finset.sum_smul]
  refine Finset.sum_congr rfl fun c _ => ?_
  rw [smul_smul, mul_comm (R h c a), map_mul D h g, Matrix.transpose_mul]
  simp only [mul_assoc]
```

If $V$ is already a coupling, its transformation law gives

$$(T_gV)_a=\sum_{b,c}R(g^{-1})_{ba}R(g)_{cb}V_c=\sum_c\bigl[R(g)R(g^{-1})\bigr]_{ca}V_c=V_a .$$

```lean
omit [Fintype G] in
/-- A linear vibronic coupling is invariant under every group element. -/
theorem transform_fixed {D : G →* Matrix n n ℝ} {R : G →* Matrix m m ℝ}
    {V : m → Matrix n n ℝ} (hV : V ∈ couplings D R) (g : G) : transform D R g V = V := by
  have h2 : ∀ g a, D g * V a * (D g)ᵀ = ∑ b, R g b a • V b := hV.2
  have h1 : R g * R g⁻¹ = 1 := by rw [← map_mul, mul_inv_cancel, map_one]
  have h3 : ∀ a c, ∑ b, R g⁻¹ b a • R g c b • V c = (1 : Matrix m m ℝ) c a • V c := by
    intro a c
    rw [← h1, Matrix.mul_apply, Finset.sum_smul]
    exact Finset.sum_congr rfl fun b _ => by rw [smul_smul, mul_comm]
  funext a
  simp only [transform, LinearMap.coe_mk, AddHom.coe_mk, h2, Finset.smul_sum]
  rw [Finset.sum_comm, Finset.sum_congr rfl fun c _ => h3 a c]
  simp [Matrix.one_apply]
```

Three facts now make $P$ a projector onto the coupling space.

- $PV$ is symmetric, because $SV$ is symmetric and $D(g)XD(g)^T$ is symmetric whenever $X$ is.
- $PV$ obeys the transformation law: the shift formula turns $\sum_gT_g$ into $\sum_gT_{hg}$, which is the same sum relabelled (`key`).
- $P$ leaves couplings unchanged, since $SV=2V$ and $T_gV=V$ give $PV=\frac{1}{2|G|}\,|G|\,2V=V$.

```lean
/-- The symmetrised group average projects onto the space of linear vibronic couplings. -/
theorem projector_isProj (D : G →* Matrix n n ℝ) (R : G →* Matrix m m ℝ) :
    LinearMap.IsProj (couplings D R) (projector D R) := by
  have hP : ∀ V a, projector D R V a =
      (2 * (Fintype.card G : ℝ))⁻¹ • ∑ g, transform D R g (symmetrize V) a := by
    intro V a
    simp [projector, LinearMap.sum_apply, Finset.sum_apply]
  refine ⟨fun V => ⟨fun a => ?_, fun h a => ?_⟩, fun V hV => ?_⟩
  · have hs : ∀ b, (symmetrize V b)ᵀ = symmetrize V b := by
      intro b
      simp [symmetrize, add_comm]
    rw [hP, Matrix.transpose_smul, Matrix.transpose_sum]
    congr 1
    refine Finset.sum_congr rfl fun g _ => ?_
    simp only [transform, LinearMap.coe_mk, AddHom.coe_mk, Matrix.transpose_sum,
      Matrix.transpose_smul, Matrix.transpose_mul, Matrix.transpose_transpose, hs, mul_assoc]
  · -- relabelling the group sum by `h` gives covariance
    have key : ∀ b, ∑ g, transform D R (h * g) (symmetrize V) b =
        ∑ g, transform D R g (symmetrize V) b := fun b =>
      Equiv.sum_comp (Equiv.mulLeft h) (fun g => transform D R g (symmetrize V) b)
    simp only [hP, Matrix.mul_smul, Matrix.smul_mul, Finset.mul_sum, Finset.sum_mul,
      transform_shift]
    rw [Finset.sum_comm, Finset.smul_sum]
    refine Finset.sum_congr rfl fun b _ => ?_
    rw [← Finset.smul_sum, key, smul_comm]
  · have h1 : ∀ a, (V a)ᵀ = V a := hV.1
    have hs : symmetrize V = (2 : ℝ) • V := by
      funext b
      simp [symmetrize, h1 b, two_smul]
    have hN : (Fintype.card G : ℝ) ≠ 0 := Nat.cast_ne_zero.mpr Fintype.card_ne_zero
    have hc : (2 * (Fintype.card G : ℝ))⁻¹ * (Fintype.card G : ℝ) * 2 = 1 := by
      field_simp
    funext a
    simp only [hP, hs, map_smul, transform_fixed hV]
    rw [Finset.sum_const, Finset.card_univ, ← Nat.cast_smul_eq_nsmul ℝ, Pi.smul_apply,
      smul_smul, smul_smul, hc, one_smul]
```

## The trace in matrix units

Let $E^a_{ij}$ be the family whose member $a$ is the matrix unit $E_{ij}$ and whose other members are zero. These families form a basis, so a linear map $T$ has trace

$$\operatorname{Tr}T=\sum_{a,i,j}\bigl[(T E^a_{ij})_a\bigr]_{ij}.$$

The proof flattens a family into a vector indexed by $(a,i,j)$ and reads off the diagonal.

```lean
/-- The trace of a linear map on families of matrices is the sum of its diagonal elements in the
basis of matrix units. -/
theorem trace_eq_sum (T : (m → Matrix n n ℝ) →ₗ[ℝ] (m → Matrix n n ℝ)) :
    LinearMap.trace ℝ _ T =
      ∑ a, ∑ i, ∑ j, T (Pi.single a (Matrix.single i j 1)) a i j := by
  let e : (m → Matrix n n ℝ) ≃ₗ[ℝ] (m × n × n → ℝ) :=
    { toFun := fun V p => V p.1 p.2.1 p.2.2
      invFun := fun f a => Matrix.of fun i j => f (a, i, j)
      map_add' := fun _ _ => rfl
      map_smul' := fun _ _ => rfl
      left_inv := fun _ => rfl
      right_inv := fun _ => rfl }
  have hb : ∀ a i j, Module.Basis.ofEquivFun e (a, i, j) =
      Pi.single a (Matrix.single i j 1) := by
    intro a i j
    rw [Module.Basis.coe_ofEquivFun]
    funext b
    ext k l
    change (Pi.single (a, i, j) (1 : ℝ) : m × n × n → ℝ) (b, k, l) = _
    by_cases h : b = a
    · subst h
      by_cases hk : k = i <;> by_cases hl : l = j <;>
        simp [hk, hl, @eq_comm _ i k, @eq_comm _ j l]
    · simp [h]
  rw [LinearMap.trace_eq_matrix_trace ℝ (Module.Basis.ofEquivFun e) T, Matrix.trace,
    Fintype.sum_prod_type]
  refine Finset.sum_congr rfl fun a _ => ?_
  rw [Fintype.sum_prod_type]
  refine Finset.sum_congr rfl fun i _ => Finset.sum_congr rfl fun j _ => ?_
  rw [Matrix.diag_apply, LinearMap.toMatrix_apply, hb, Module.Basis.ofEquivFun_repr_apply]
  rfl
```

Because $(D E_{kl}D^T)_{ij}=D_{ik}D_{jl}$ and $S$ sends $E_{ij}$ to $E_{ij}+E_{ji}$, the diagonal element of $T_gS$ is

$$R(g^{-1})_{aa}\bigl[D(g)_{ii}D(g)_{jj}+D(g)_{ij}D(g)_{ji}\bigr].$$

Summing over $a,i,j$ gives

$$\operatorname{Tr}(T_gS)=\operatorname{tr}R(g^{-1})\bigl[(\operatorname{tr}D(g))^2+\operatorname{tr}D(g)^2\bigr].$$

In the proof, `entry`, `diag` and `total` are these three steps.

```lean
omit [Fintype G] in
/-- The trace of `symmetrize` followed by one group element, in terms of the characters of the
distortions and of the electronic states. -/
theorem trace_transform (D : G →* Matrix n n ℝ) (R : G →* Matrix m m ℝ) (g : G) :
    LinearMap.trace ℝ _ (transform D R g ∘ₗ symmetrize) =
      (R g⁻¹).trace * ((D g).trace ^ 2 + (D g ^ 2).trace) := by
  have entry : ∀ i j k l, (D g * Matrix.single k l (1 : ℝ) * (D g)ᵀ) i j =
      D g i k * D g j l := by
    intro i j k l
    simp [Matrix.mul_apply, Matrix.single_apply, ite_and]
  have ht : ∀ i j : n, (Matrix.single i j (1 : ℝ))ᵀ = Matrix.single j i 1 := by
    intro i j
    ext k l
    simp [Matrix.single_apply, and_comm]
  have diag : ∀ a i j, (transform D R g ∘ₗ symmetrize)
      (Pi.single a (Matrix.single i j 1)) a i j =
      R g⁻¹ a a * (D g i i * D g j j + D g i j * D g j i) := by
    intro a i j
    simp only [LinearMap.comp_apply, transform, symmetrize, LinearMap.coe_mk, AddHom.coe_mk]
    rw [Finset.sum_eq_single a]
    · simp only [Pi.single_eq_same, ht, mul_add, add_mul, Matrix.smul_apply,
        Matrix.add_apply, entry, smul_eq_mul]
    · intro b _ hb
      simp [Pi.single_eq_of_ne hb]
    · simp
  have total : ∑ i, ∑ j, (D g i i * D g j j + D g i j * D g j i) =
      (D g).trace ^ 2 + (D g ^ 2).trace := by
    simp only [Matrix.trace, Matrix.diag_apply, pow_two, Matrix.mul_apply,
      Finset.sum_mul_sum, Finset.sum_add_distrib]
  rw [trace_eq_sum]
  simp only [diag, ← Finset.mul_sum]
  rw [total]
  exact (Finset.sum_mul _ _ _).symm
```

## Counting the coupling constants

The trace of a projector is the dimension of its range. Orthogonality gives $D(g^{-1})=D(g)^T$, so the electronic bracket is the same at $g$ and $g^{-1}$, and relabelling the sum replaces $R(g^{-1})$ by $R(g)$:

$$2|G|\dim(\text{couplings})=\sum_g\operatorname{tr}R(g)\bigl[(\operatorname{tr}D(g))^2+\operatorname{tr}D(g)^2\bigr].$$

`Module.finrank` is this dimension, and `hD` is the orthogonality of $D$.

```lean
/-- For an orthogonal `D`, the number of independent linear vibronic coupling constants, multiplied
by twice the group order, equals the sum over the group of the trace of `R g` times the squared
trace of `D g` plus the trace of its square. -/
theorem card_mul_finrank_couplings (D : G →* Matrix n n ℝ) (R : G →* Matrix m m ℝ)
    (hD : ∀ g, D g * (D g)ᵀ = 1) :
    2 * (Fintype.card G : ℝ) * (Module.finrank ℝ (couplings D R) : ℝ) =
      ∑ g, (R g).trace * ((D g).trace ^ 2 + (D g ^ 2).trace) := by
  have hinv : ∀ g, D g⁻¹ = (D g)ᵀ := by
    intro g
    calc D g⁻¹ = D g⁻¹ * (D g * (D g)ᵀ) := by rw [hD, mul_one]
      _ = (D g)ᵀ := by rw [← mul_assoc, ← map_mul, inv_mul_cancel, map_one, one_mul]
  -- orthogonality makes the electronic characters equal at `g` and its inverse
  have hs : ∑ g, (R g⁻¹).trace * ((D g).trace ^ 2 + (D g ^ 2).trace) =
      ∑ g, (R g).trace * ((D g).trace ^ 2 + (D g ^ 2).trace) := by
    refine Fintype.sum_equiv (Equiv.inv G) _ _ fun g => ?_
    simp only [Equiv.inv_apply, hinv g, ← Matrix.transpose_pow, Matrix.trace_transpose]
  have hN : (Fintype.card G : ℝ) ≠ 0 := Nat.cast_ne_zero.mpr Fintype.card_ne_zero
  -- the trace of a projector is the dimension of its range
  have ht := (projector_isProj D R).trace
  simp only [projector, map_smul, map_sum, trace_transform, smul_eq_mul] at ht
  rw [hs] at ht
  rw [← ht, mul_inv_cancel_left₀ (mul_ne_zero two_ne_zero hN)]
```

If the right-hand side vanishes, the dimension is zero, so the only coupling is $V=0$. The hypotheses `hsymm` and `hcov` are the symmetry and the transformation law of the $V_a$.

```lean
/-- If the character sum vanishes, every linear Jahn-Teller coupling matrix is zero. -/
theorem no_linear_coupling (D : G →* Matrix n n ℝ) (R : G →* Matrix m m ℝ)
    (hD : ∀ g, D g * (D g)ᵀ = 1)
    (hsum : ∑ g, (R g).trace * ((D g).trace ^ 2 + (D g ^ 2).trace) = 0)
    (V : m → Matrix n n ℝ) (hsymm : ∀ a, (V a)ᵀ = V a)
    (hcov : ∀ g a, D g * V a * (D g)ᵀ = ∑ b, R g b a • V b) (a : m) : V a = 0 := by
  have hN : (Fintype.card G : ℝ) ≠ 0 := Nat.cast_ne_zero.mpr Fintype.card_ne_zero
  have h := card_mul_finrank_couplings D R hD
  rw [hsum] at h
  have h0 : Module.finrank ℝ (couplings D R) = 0 :=
    Nat.cast_eq_zero.mp ((mul_eq_zero.mp h).resolve_left (mul_ne_zero two_ne_zero hN))
  have hV : V ∈ couplings D R := ⟨hsymm, hcov⟩
  rw [Submodule.finrank_eq_zero.mp h0, Submodule.mem_bot] at hV
  rw [hV, Pi.zero_apply]
```

The symmetry of the $V_a$ matters. Take the doublet $E$ of $C_{3v}$ and a distortion of type $A_2$. The bracket is $6$ for the identity, $0$ for each of the two rotations and $2$ for each of the three reflections, so the sum is $6+0-3\cdot2=0$. Yet the antisymmetric matrix $V=\begin{pmatrix}0&1\\-1&0\end{pmatrix}$ satisfies $D(g)VD(g)^T=\det D(g)\,V$, which is exactly the $A_2$ law. Without `hsymm` it would be a non-zero solution.

Conversely, a non-zero sum means a non-zero dimension, hence a non-zero coupling. Symmetry then allows it but does not fix its size, and it may be a multiple of the identity, which shifts the level without splitting it.

```lean
/-- If the character sum does not vanish, symmetry allows a non-zero linear coupling. -/
theorem exists_linear_coupling (D : G →* Matrix n n ℝ) (R : G →* Matrix m m ℝ)
    (hD : ∀ g, D g * (D g)ᵀ = 1)
    (hsum : ∑ g, (R g).trace * ((D g).trace ^ 2 + (D g ^ 2).trace) ≠ 0) :
    ∃ V ∈ couplings D R, V ≠ 0 := by
  apply Submodule.exists_mem_ne_zero_of_ne_bot
  intro hbot
  apply hsum
  rw [← card_mul_finrank_couplings D R hD, Submodule.finrank_eq_zero.mpr hbot]
  simp
```

In a calculation, the sum can be taken over the classes of a character table, each weighted by its size, with $\operatorname{tr}D(g)^2$ read as the character of $g^2$. For $E$ coupled to an $E$ mode in $C_{3v}$ it is $2\cdot6+2\cdot(-1)\cdot0+3\cdot0\cdot2=12=2\cdot6\cdot1$: one linear constant. A program that also needs the form of the matrices can apply $P$ to every member of a basis of families, such as the matrix units $E^a_{ij}$, and keep a maximal linearly independent set of results.

## An odd doublet under inversion

The group $\{1,-1\}$, written `ℤˣ`, acts on $k$ odd coordinates by $\pm1$ times the identity matrix.

```lean
/-- The representation of the inversion group `{1, -1}` on `k` odd coordinates. -/
def oddRep (k : ℕ) : ℤˣ →* Matrix (Fin k) (Fin k) ℝ where
  toFun u := ((u : ℤ) : ℝ) • 1
  map_one' := by simp
  map_mul' u v := by
    rw [Units.val_mul, Int.cast_mul, smul_mul_smul_comm, one_mul]
```

Inversion alone does not make two states degenerate; the doublet here stands for a pair of odd states that are degenerate for another reason, and only their inversion symmetry is used. For two odd electronic states the bracket is $4+2=6$ at both group elements. One odd distortion gives $6-6=0$, so it has no linear coupling. One even distortion gives $6+6=12=2\cdot2\cdot3$, and the three constants are the independent entries of an arbitrary symmetric $2\times2$ matrix.

```lean
/-- For an odd doublet of the inversion group, the representation is orthogonal and the character
sum is 0 for one odd distortion and 12 for one even distortion. -/
theorem no_linear_coupling_witness :
    (∀ u, oddRep 2 u * (oddRep 2 u)ᵀ = 1) ∧
    ∑ u, (oddRep 1 u).trace * ((oddRep 2 u).trace ^ 2 + (oddRep 2 u ^ 2).trace) = 0 ∧
    ∑ u, ((1 : ℤˣ →* Matrix (Fin 1) (Fin 1) ℝ) u).trace *
      ((oddRep 2 u).trace ^ 2 + (oddRep 2 u ^ 2).trace) = 12 := by
  have hu : (Finset.univ : Finset ℤˣ) = {1, -1} := by decide
  have hne : (1 : ℤˣ) ≠ -1 := by decide
  refine ⟨fun u => ?_, ?_, ?_⟩
  · rcases Int.units_eq_one_or u with rfl | rfl <;> simp [oddRep]
  · rw [hu, Finset.sum_pair hne]
    norm_num [oddRep, Matrix.trace_one, Matrix.trace_neg]
  · rw [hu, Finset.sum_pair hne]
    norm_num [oddRep, Matrix.trace_one, Matrix.trace_neg]

end

end LinearJahnTeller
```

```lean
#print axioms LinearJahnTeller.no_linear_coupling
#print axioms LinearJahnTeller.exists_linear_coupling
```

```
'LinearJahnTeller.no_linear_coupling' depends on axioms: [propext, Classical.choice, Quot.sound]
'LinearJahnTeller.exists_linear_coupling' depends on axioms: [propext, Classical.choice, Quot.sound]
```
